# One energy in each gap and one beyond each end: a discrete level coupled with equal nonzero strength to finitely many distinct levels

To compute the energies of an excited atomic state coupled to finitely many one-photon states of distinct energies, one can take each gap between neighbouring one-photon levels and bisect for a root of the secular equation. This finds every energy inside the gaps because each gap holds exactly one. Two more energies remain, one below all the levels and one above them.

Let \(\varepsilon\) be the energy of the excited atom without a photon, and let \(e_0<\dots<e_n\), with \(n\ge 0\), be the energies of the ground-state atom with one photon in mode \(k\). The real number \(V\neq 0\) is the matrix element of the atom–field interaction, taken to be the same for every mode. The model keeps only these single-excitation states, and the one-photon states are not coupled to each other. With finitely many modes it cannot describe irreversible decay.

## From the eigenvalue equation to the secular equation

Let \(c\) be the amplitude of the discrete level and \(a_k\) the amplitudes of the others. An energy \(E\) satisfies

\[
\varepsilon c+V\sum_k a_k=Ec,\qquad Vc+e_ka_k=Ea_k .
\]

Suppose \(c=0\). Then \(\sum_k a_k=0\) and \((e_k-E)a_k=0\) for every \(k\). Since the levels are distinct, at most one \(a_k\) is nonzero. It equals the whole sum, so it vanishes too, and there is no eigenvector. Hence \(c\neq0\).

If \(E=e_k\), the second equation gives \(Vc=0\), which is impossible. So \(a_k=Vc/(E-e_k)\), and inserting this in the first equation and dividing by \(c\) gives

\[
E-\varepsilon=\sum_k\frac{V^2}{E-e_k}.
\]

Conversely, any solution \(E\) that avoids all \(e_k\) has the eigenvector \(c=1\), \(a_k=V/(E-e_k)\). Normalising this vector gives the discrete level the weight \(1/\bigl(1+\sum_k V^2/(E-e_k)^2\bigr)\), a value obtained here by hand and not stated in the Lean file.

Distinctness matters. For two levels with \(e_0=e_1=\eta\), the vector \(c=0\), \(a_0=1\), \(a_1=-1\) is an eigenvector with energy \(\eta\), which lies on a level and has no discrete component.

## Counting the roots by sign changes

Define \(F(E)=E-\varepsilon-\sum_k V^2/(E-e_k)\). If \(a<b\) have no level between them and neither is a level, then every \((a-e_k)(b-e_k)\) is positive and

\[
F(b)-F(a)=(b-a)\Bigl[1+\sum_k\frac{V^2}{(a-e_k)(b-e_k)}\Bigr]>0 .
\]

Near a level \(e_i\),

\[
(E-e_i)F(E)=(E-e_i)\Bigl(E-\varepsilon-\sum_{k\ne i}\frac{V^2}{E-e_k}\Bigr)-V^2\;\to\;-V^2 ,
\]

so \(F\) is positive just below \(e_i\) and negative just above it. In each gap \(F\) therefore rises from negative to positive values.

For the outer intervals, measure energies in a fixed unit. If \(|E-e_k|\ge1\) for all \(k\), the sum is at most \((n+1)V^2\) in size. Thus \(F\le0\) once \(E\le e_0-1\) and \(E\le\varepsilon-(n+1)V^2\), and \(F\ge0\) once \(E\ge e_n+1\) and \(E\ge\varepsilon+(n+1)V^2\). The intermediate value theorem gives a root in every interval, and monotonicity makes it unique. For \(n=0\) there are no gaps, only the two outer energies.

Now raise \(\varepsilon\) to \(\varepsilon'\), and let \(E\) and \(E'\) be the old and new energies in the same interval. Then \(F(E')=\varepsilon'-\varepsilon>0=F(E)\), with \(F\) still formed from \(\varepsilon\), so \(E'>E\).

## The Hamiltonian and its energies in Lean

The levels are a function `e` on `Fin (n + 1)`, so there is always at least one.

```lean
import Mathlib

open Matrix Filter Topology

namespace DiscreteLevelInterlacing

noncomputable section

variable {n : ℕ}
```

The basis is `Option (Fin (n + 1))`: `none` is the discrete level and `some k` is level \(k\). The discrete energy \(\varepsilon\) is written `e0`, which is different from `e 0`, the lowest of the other levels.

```lean
/-- The Hamiltonian of a discrete level `e0` coupled with equal strength `V` to the
levels `e k`, which are not coupled to each other. -/
def hamiltonian (e0 V : ℝ) (e : Fin (n + 1) → ℝ) :
    Matrix (Option (Fin (n + 1))) (Option (Fin (n + 1))) ℝ :=
  Matrix.of fun i j => match i, j with
    | none, none => e0
    | none, some _ => V
    | some _, none => V
    | some j, some k => if j = k then e j else 0
```

An energy is a real number with a nonzero real eigenvector, which need not be normalised. As the matrix is real and symmetric, this loses no eigenvalues.

```lean
/-- `E` is an eigenvalue of the coupled Hamiltonian. -/
def IsEnergy (e0 V : ℝ) (e : Fin (n + 1) → ℝ) (E : ℝ) : Prop :=
  ∃ x : Option (Fin (n + 1)) → ℝ, x ≠ 0 ∧ hamiltonian e0 V e *ᵥ x = E • x
```

The function \(F\) is `secular`. Lean sets division by zero to zero, so its value at a level has no meaning, and the criterion below requires separately that \(E\) avoid the levels.

```lean
/-- The secular function `E - e0 - ∑ V² / (E - e k)`, meant for `E` different from
every `e k`. -/
def secular (e0 V : ℝ) (e : Fin (n + 1) → ℝ) (E : ℝ) : ℝ :=
  E - e0 - ∑ k, V ^ 2 / (E - e k)
```

## The secular criterion

The matrix equation is first split into the two component equations.

```lean
/-- The eigenvalue equation written out for the amplitude of the discrete level and the
amplitudes of the other levels. -/
theorem eigen_equations (e0 V : ℝ) (e : Fin (n + 1) → ℝ) (E : ℝ)
    (x : Option (Fin (n + 1)) → ℝ) :
    hamiltonian e0 V e *ᵥ x = E • x ↔
      e0 * x none + V * ∑ k, x (some k) = E * x none ∧
      ∀ k, V * x none + e k * x (some k) = E * x (some k) := by
  rw [funext_iff, Option.forall]
  simp [hamiltonian, Matrix.mulVec, dotProduct, Fintype.sum_option, Finset.mul_sum]
```

The next proof is the argument for \(c\ne0\). Here `hk` says that each amplitude vanishes or its level is resonant, and `Finset.sum_eq_single` reduces the sum to the one resonant amplitude.

```lean
/-- Every eigenvector has a nonzero amplitude on the discrete level, when the coupling is
nonzero and the other levels are distinct. -/
theorem discrete_amplitude_ne_zero {e0 V E : ℝ} {e : Fin (n + 1) → ℝ} (hV : V ≠ 0)
    (he : Function.Injective e) {x : Option (Fin (n + 1)) → ℝ} (hx : x ≠ 0)
    (h : hamiltonian e0 V e *ᵥ x = E • x) : x none ≠ 0 := by
  intro h0
  obtain ⟨h1, h2⟩ := (eigen_equations e0 V e E x).1 h
  have hs : ∑ k, x (some k) = 0 := by
    rw [h0] at h1
    simpa [hV] using h1
  have hk : ∀ k, x (some k) = 0 ∨ e k = E := by
    intro k
    have h3 : x (some k) * (e k - E) = 0 := by
      have h4 := h2 k
      rw [h0] at h4
      linear_combination h4
    exact (mul_eq_zero.1 h3).imp id sub_eq_zero.1
  apply hx
  funext i
  cases i with
  | none => exact h0
  | some k =>
    show x (some k) = 0
    by_contra hne
    -- only one level can be resonant, and its amplitude is then the whole sum
    have hE : e k = E := (hk k).resolve_left hne
    have h5 : ∑ j, x (some j) = x (some k) :=
      Finset.sum_eq_single k
        (fun j _ hj => (hk j).resolve_right fun h6 => hj (he (h6.trans hE.symm))) (by simp)
    exact hne (h5.symm.trans hs)
```

In the equivalence, the forward direction solves for the amplitudes in `hc` and cancels the discrete one. The reverse direction supplies the explicit eigenvector. Distinctness enters as `Function.Injective e`; no ordering is needed yet.

```lean
/-- For nonzero coupling and distinct levels `e k`, the number `E` is an eigenvalue exactly when it
avoids all these levels and solves the secular equation `E - e0 = ∑ V² / (E - e k)`. -/
theorem isEnergy_iff {e0 V E : ℝ} {e : Fin (n + 1) → ℝ} (hV : V ≠ 0)
    (he : Function.Injective e) :
    IsEnergy e0 V e E ↔ (∀ k, E ≠ e k) ∧ E - e0 = ∑ k, V ^ 2 / (E - e k) := by
  constructor
  · rintro ⟨x, hx, h⟩
    have h0 := discrete_amplitude_ne_zero hV he hx h
    obtain ⟨h1, h2⟩ := (eigen_equations e0 V e E x).1 h
    have hE : ∀ k, E ≠ e k := by
      intro k hk
      have h3 := h2 k
      rw [hk] at h3
      exact mul_ne_zero hV h0 (by linarith)
    refine ⟨hE, ?_⟩
    have hc : ∀ k, x (some k) = V / (E - e k) * x none := by
      intro k
      rw [div_mul_eq_mul_div, eq_div_iff (sub_ne_zero.2 (hE k))]
      linear_combination (-1 : ℝ) * h2 k
    have hs : ∑ k, V ^ 2 / (E - e k) * x none = V * ∑ k, x (some k) := by
      rw [Finset.mul_sum]
      refine Finset.sum_congr rfl fun k _ => ?_
      rw [hc k]
      ring
    apply mul_right_cancel₀ h0
    rw [Finset.sum_mul, hs]
    linear_combination (-1 : ℝ) * h1
  · rintro ⟨hE, h⟩
    refine ⟨fun i => i.elim 1 (fun k => V / (E - e k)), ?_, ?_⟩
    · intro h0
      simpa using congrFun h0 none
    · rw [eigen_equations]
      constructor
      · show e0 * 1 + V * ∑ k, V / (E - e k) = E * 1
        have hs : V * ∑ k, V / (E - e k) = ∑ k, V ^ 2 / (E - e k) := by
          rw [Finset.mul_sum]
          exact Finset.sum_congr rfl fun k _ => by ring
        linear_combination hs - h
      · intro k
        show V * 1 + e k * (V / (E - e k)) = E * (V / (E - e k))
        have hd : (E - e k) * (V / (E - e k)) = V :=
          by rw [mul_comm]; exact div_mul_cancel₀ V (sub_ne_zero.2 (hE k))
        linear_combination (-1 : ℝ) * hd
```

## Monotonicity and signs

The hypothesis `h` expresses "no level between" as positivity of the products \((a-e_k)(b-e_k)\). The identity `hd` is the difference of two fractions used above.

```lean
/-- The secular function increases strictly between two energies that are not levels themselves and
have no level `e k` between them. -/
theorem secular_lt (e0 V : ℝ) {e : Fin (n + 1) → ℝ} {a b : ℝ} (hab : a < b)
    (h : ∀ k, 0 < (a - e k) * (b - e k)) : secular e0 V e a < secular e0 V e b := by
  have hs : ∑ k, V ^ 2 / (b - e k) ≤ ∑ k, V ^ 2 / (a - e k) := by
    refine Finset.sum_le_sum fun k _ => ?_
    have hd : V ^ 2 / (a - e k) - V ^ 2 / (b - e k)
        = V ^ 2 * (b - a) / ((a - e k) * (b - e k)) := by
      rw [div_sub_div _ _ (left_ne_zero_of_mul (h k).ne') (right_ne_zero_of_mul (h k).ne')]
      congr 1
      ring
    have hp : 0 ≤ V ^ 2 * (b - a) / ((a - e k) * (b - e k)) :=
      div_nonneg (mul_nonneg (sq_nonneg V) (by linarith)) (h k).le
    linarith
  unfold secular
  linarith
```

The limit at a level becomes a statement about all \(E\) close enough to `e i` but different from it. The proof separates the singular term and uses continuity of what remains.

```lean
/-- For nonzero coupling and distinct levels, close to a level `e i` the secular function is
positive on the lower side and negative on the upper side. -/
theorem secular_near_level (e0 : ℝ) {V : ℝ} {e : Fin (n + 1) → ℝ} (hV : V ≠ 0)
    (he : Function.Injective e) (i : Fin (n + 1)) :
    ∀ᶠ E in 𝓝[≠] (e i), (E - e i) * secular e0 V e E < 0 := by
  have hs : ContinuousAt (fun E : ℝ => ∑ k ∈ Finset.univ.erase i, V ^ 2 / (E - e k)) (e i) := by
    refine tendsto_finsetSum _ fun k hk => ?_
    have ha : ContinuousAt (fun _ : ℝ => V ^ 2) (e i) := continuousAt_const
    have hb : ContinuousAt (fun E : ℝ => E - e k) (e i) := by fun_prop
    exact ha.div hb (sub_ne_zero.2 fun h => Finset.ne_of_mem_erase hk (he h).symm)
  have h1 : ContinuousAt (fun E : ℝ => E - e i) (e i) := by fun_prop
  have h2 : ContinuousAt (fun E : ℝ => E - e0) (e i) := by fun_prop
  -- with the pole multiplied out, the function is continuous and equals -V² at the level
  have hc : ContinuousAt (fun E : ℝ => (E - e i) *
      (E - e0 - ∑ k ∈ Finset.univ.erase i, V ^ 2 / (E - e k)) - V ^ 2) (e i) :=
    (h1.mul (h2.sub hs)).sub continuousAt_const
  have hV2 : 0 < V ^ 2 := by positivity
  have hneg : ∀ᶠ E in 𝓝 (e i), (E - e i) *
      (E - e0 - ∑ k ∈ Finset.univ.erase i, V ^ 2 / (E - e k)) - V ^ 2 < 0 :=
    hc.eventually_lt continuousAt_const (by
      simp only [sub_self, zero_mul, zero_sub]
      linarith)
  filter_upwards [hneg.filter_mono nhdsWithin_le_nhds, self_mem_nhdsWithin] with E h hE
  have hsplit : ∑ k, V ^ 2 / (E - e k)
      = V ^ 2 / (E - e i) + ∑ k ∈ Finset.univ.erase i, V ^ 2 / (E - e k) :=
    (Finset.add_sum_erase Finset.univ (fun k => V ^ 2 / (E - e k)) (Finset.mem_univ i)).symm
  have hp : V ^ 2 / (E - e i) * (E - e i) = V ^ 2 := div_mul_cancel₀ _ (sub_ne_zero.2 hE)
  unfold secular
  rw [hsplit]
  nlinarith [h, hp]
```

The bound far from the levels follows term by term from the triangle inequality.

```lean
/-- At least one energy unit away from every level, the sum `∑ V² / (x - e k)` is at most `(n + 1)
V²` in size. -/
theorem abs_shift_le (V : ℝ) {e : Fin (n + 1) → ℝ} {x : ℝ} (h : ∀ k, 1 ≤ |x - e k|) :
    |∑ k, V ^ 2 / (x - e k)| ≤ (n + 1) * V ^ 2 := by
  calc |∑ k, V ^ 2 / (x - e k)| ≤ ∑ k, |V ^ 2 / (x - e k)| := Finset.abs_sum_le_sum_abs _ _
    _ ≤ ∑ _k : Fin (n + 1), V ^ 2 := by
        refine Finset.sum_le_sum fun k _ => ?_
        rw [abs_div, abs_of_nonneg (sq_nonneg V)]
        exact div_le_self (sq_nonneg V) (h k)
    _ = (n + 1) * V ^ 2 := by simp
```

## Exactly one energy per interval

This lemma combines the intermediate value theorem with monotonicity. It assumes nonzero coupling, distinct levels \(e_k\), and a set `s` of energies that contains no \(e_k\) and has none between two of its points. The discrete energy \(\varepsilon\) may lie in `s`.

```lean
/-- An energy window not divided by any level holds exactly one eigenvalue if the secular
function passes from nonpositive to nonnegative inside it. -/
theorem existsUnique_energy {e0 V : ℝ} {e : Fin (n + 1) → ℝ} (hV : V ≠ 0)
    (he : Function.Injective e) (s : Set ℝ)
    (hs : ∀ a ∈ s, ∀ b ∈ s, ∀ k, 0 < (a - e k) * (b - e k)) {x y : ℝ} (hxy : x ≤ y)
    (hI : Set.Icc x y ⊆ s) (hx : secular e0 V e x ≤ 0) (hy : 0 ≤ secular e0 V e y) :
    ∃! E, IsEnergy e0 V e E ∧ E ∈ s := by
  have hne : ∀ z ∈ s, ∀ k, z ≠ e k := fun z hz k h => by
    have h1 := hs z hz z hz k
    simp [h] at h1
  have hsum : ContinuousOn (fun E : ℝ => ∑ k, V ^ 2 / (E - e k)) (Set.Icc x y) := by
    refine continuousOn_finsetSum _ fun k _ => ?_
    have ha : ContinuousOn (fun _ : ℝ => V ^ 2) (Set.Icc x y) := continuousOn_const
    have hb : ContinuousOn (fun E : ℝ => E - e k) (Set.Icc x y) := by fun_prop
    exact ha.div hb fun z hz => sub_ne_zero.2 (hne z (hI hz) k)
  have hlin : ContinuousOn (fun E : ℝ => E - e0) (Set.Icc x y) := by fun_prop
  have hc : ContinuousOn (secular e0 V e) (Set.Icc x y) := hlin.sub hsum
  obtain ⟨E, hE, h0⟩ := intermediate_value_Icc hxy hc ⟨hx, hy⟩
  refine ⟨E, ⟨(isEnergy_iff hV he).2 ⟨hne E (hI hE), sub_eq_zero.1 h0⟩, hI hE⟩, ?_⟩
  rintro E' ⟨h', hE'⟩
  have h0' : secular e0 V e E' = 0 := sub_eq_zero.2 ((isEnergy_iff hV he).1 h').2
  rcases lt_trichotomy E' E with h | h | h
  · have h3 := secular_lt e0 V h (hs E' hE' E (hI hE))
    linarith
  · exact h
  · have h3 := secular_lt e0 V h (hs E (hI hE) E' hE')
    linarith
```

The main theorem assumes `StrictMono e`, the ordering \(e_0<\dots<e_n\). Its three parts concern the energies below `e 0`, between `e i.castSucc` and `e i.succ` (that is, \(e_i\) and \(e_{i+1}\)), and above `e (Fin.last n)`. The auxiliary facts `hl` and `hr` pick points just below and just above a level with the required signs; the bound on the sum supplies the remaining endpoint in the two outer intervals.

```lean
/-- For nonzero coupling and levels `e k` in strictly increasing order, exactly one eigenvalue lies
below all levels, exactly one in each gap between neighbouring levels, and exactly one above all
levels. -/
theorem interlacing (e0 : ℝ) {V : ℝ} {e : Fin (n + 1) → ℝ} (hV : V ≠ 0) (he : StrictMono e) :
    (∃! E, IsEnergy e0 V e E ∧ E ∈ Set.Iio (e 0)) ∧
    (∀ i : Fin n, ∃! E, IsEnergy e0 V e E ∧ E ∈ Set.Ioo (e i.castSucc) (e i.succ)) ∧
    (∃! E, IsEnergy e0 V e E ∧ E ∈ Set.Ioi (e (Fin.last n))) := by
  -- signs of the secular function just below and just above a level
  have hl : ∀ i c, c < e i → ∃ y, c < y ∧ y < e i ∧ 0 < secular e0 V e y := by
    intro i c hc
    have h1 := (secular_near_level e0 hV he.injective i).filter_mono
      (nhdsWithin_mono (e i) fun z (hz : z ∈ Set.Iio (e i)) => (Set.mem_Iio.1 hz).ne)
    have h2 : ∀ᶠ y in 𝓝[<] (e i), y ∈ Set.Ioo c (e i) := Ioo_mem_nhdsLT hc
    obtain ⟨y, hy, hy'⟩ := (h1.and h2).exists
    refine ⟨y, hy'.1, hy'.2, ?_⟩
    by_contra hn
    nlinarith [mul_nonneg (sub_nonneg.2 hy'.2.le) (neg_nonneg.2 (not_lt.1 hn))]
  have hr : ∀ i c, e i < c → ∃ y, e i < y ∧ y < c ∧ secular e0 V e y < 0 := by
    intro i c hc
    have h1 := (secular_near_level e0 hV he.injective i).filter_mono
      (nhdsWithin_mono (e i) fun z (hz : z ∈ Set.Ioi (e i)) => (Set.mem_Ioi.1 hz).ne')
    have h2 : ∀ᶠ y in 𝓝[>] (e i), y ∈ Set.Ioo (e i) c := Ioo_mem_nhdsGT hc
    obtain ⟨y, hy, hy'⟩ := (h1.and h2).exists
    refine ⟨y, hy'.1, hy'.2, ?_⟩
    by_contra hn
    nlinarith [mul_nonneg (sub_nonneg.2 hy'.1.le) (not_lt.1 hn)]
  refine ⟨?_, fun i => ?_, ?_⟩
  · have hm : ∀ k, e 0 ≤ e k := fun k => he.monotone (Fin.zero_le k)
    obtain ⟨y, hy1, hy2, hy⟩ := hl 0 (e 0 - 1) (by linarith)
    obtain ⟨x, hx1, hx2⟩ : ∃ x, x ≤ e 0 - 1 ∧ x ≤ e0 - (n + 1) * V ^ 2 :=
      ⟨min _ _, min_le_left _ _, min_le_right _ _⟩
    have hb := abs_le.1 (abs_shift_le V (e := e) (x := x)
      fun k => le_abs.2 (Or.inr (by linarith [hm k])))
    refine existsUnique_energy hV he.injective _ ?_ (x := x) (y := y) (by linarith)
      (fun z hz => lt_of_le_of_lt hz.2 hy2) (by unfold secular; linarith [hb.1]) hy.le
    intro a ha b hb' k
    simp only [Set.mem_Iio] at ha hb'
    exact mul_pos_of_neg_of_neg (by linarith [hm k]) (by linarith [hm k])
  · have hab : e i.castSucc < e i.succ := he (by simp [Fin.lt_def])
    obtain ⟨x, hx1, hx2, hx⟩ := hr i.castSucc ((e i.castSucc + e i.succ) / 2) (by linarith)
    obtain ⟨y, hy1, hy2, hy⟩ := hl i.succ ((e i.castSucc + e i.succ) / 2) (by linarith)
    refine existsUnique_energy hV he.injective _ ?_ (x := x) (y := y) (by linarith)
      (fun z hz => ⟨lt_of_lt_of_le hx1 hz.1, lt_of_le_of_lt hz.2 hy2⟩) hx.le hy.le
    intro a ha b hb k
    rcases le_or_gt k i.castSucc with h | h
    · have hk := he.monotone h
      exact mul_pos (by linarith [ha.1]) (by linarith [hb.1])
    · have hk : e i.succ ≤ e k :=
        he.monotone (Fin.le_def.2 (Nat.succ_le_of_lt (Fin.lt_def.1 h)))
      exact mul_pos_of_neg_of_neg (by linarith [ha.2]) (by linarith [hb.2])
  · have hm : ∀ k, e k ≤ e (Fin.last n) := fun k => he.monotone (Fin.le_last k)
    obtain ⟨x, hx1, hx2, hx⟩ := hr (Fin.last n) (e (Fin.last n) + 1) (by linarith)
    obtain ⟨y, hy1, hy2⟩ : ∃ y, e (Fin.last n) + 1 ≤ y ∧ e0 + (n + 1) * V ^ 2 ≤ y :=
      ⟨max _ _, le_max_left _ _, le_max_right _ _⟩
    have hb := abs_le.1 (abs_shift_le V (e := e) (x := y)
      fun k => le_abs.2 (Or.inl (by linarith [hm k])))
    refine existsUnique_energy hV he.injective _ ?_ (x := x) (y := y) (by linarith)
      (fun z hz => lt_of_lt_of_le hx1 hz.1) hx.le (by unfold secular; linarith [hb.2])
    intro a ha b hb' k
    simp only [Set.mem_Ioi] at ha hb'
    exact mul_pos (by linarith [hm k]) (by linarith [hm k])
```

The last theorem compares two discrete energies at the same `V` and `e`. Its hypothesis `hs` places the old and new eigenvalues in the same interval. The proof assumes \(E'\le E\) and contradicts the secular equations when the two are equal, and monotonicity otherwise.

```lean
/-- For nonzero coupling and distinct levels `e k`, raising the discrete level from `e0` to `e0'`
strictly raises the eigenvalue, when the old and the new eigenvalue have no level `e k` between
them. -/
theorem energy_lt_of_level_lt {e0 e0' V E E' : ℝ} {e : Fin (n + 1) → ℝ} (hV : V ≠ 0)
    (he : Function.Injective e) (h0 : e0 < e0') (hE : IsEnergy e0 V e E)
    (hE' : IsEnergy e0' V e E') (hs : ∀ k, 0 < (E - e k) * (E' - e k)) : E < E' := by
  have h1 := ((isEnergy_iff hV he).1 hE).2
  have h2 := ((isEnergy_iff hV he).1 hE').2
  by_contra hn
  rcases (not_lt.1 hn).eq_or_lt with h | h
  · rw [h] at h2
    linarith
  · have h3 := secular_lt e0 V h fun k => by
      rw [mul_comm]
      exact hs k
    unfold secular at h3
    linarith

end

end DiscreteLevelInterlacing
```

```lean
#print axioms DiscreteLevelInterlacing.interlacing
#print axioms DiscreteLevelInterlacing.energy_lt_of_level_lt
```

```
'DiscreteLevelInterlacing.interlacing' depends on axioms: [propext, Classical.choice, Quot.sound]
'DiscreteLevelInterlacing.energy_lt_of_level_lt' depends on axioms: [propext, Classical.choice, Quot.sound]
```
